# Operators on polynomials with [x_j, [H, x_k]] = δ_jk are the minimal-coupling Hamiltonians

A charged particle in a magnetic field has a velocity v_k that differs from its canonical momentum, yet at unit mass and with ħ = 1 it still obeys [x_j, v_k] = iδ_jk with the position coordinates x_j, which raises the question of what other Hamiltonians H share this relation. Among linear operators on polynomial wave functions there are none beyond minimal coupling: with v_k = i[H, x_k], the relation holds exactly when H is built from a vector potential and a scalar potential, both complex polynomials.

```lean
import Mathlib

open MvPolynomial

namespace VelocityDeterminesHamiltonian

noncomputable section

/-- Polynomial wave functions in `n` Cartesian coordinates. -/
abbrev Wave (n : ℕ) := MvPolynomial (Fin n) ℂ

/-- Linear operators on polynomial wave functions. -/
abbrev Op (n : ℕ) := Module.End ℂ (Wave n)

variable {n : ℕ}

/-- Multiplication of the wave function by a polynomial `f`. -/
def mulOp (f : Wave n) : Op n := LinearMap.mulLeft ℂ f

/-- The position operator `x_k`. -/
def position (k : Fin n) : Op n := mulOp (X k)

/-- The canonical momentum `p_k = -i ∂_k`, with `ħ = 1`. -/
def momentum (k : Fin n) : Op n :=
  (-Complex.I) • (pderiv k : Derivation ℂ (Wave n) (Wave n)).toLinearMap

/-- The commutator `[S, T] = S T - T S`. -/
def comm (S T : Op n) : Op n := S * T - T * S

/-- The kinetic momentum `p_k - A_k` in the vector potential `A`. -/
def kinetic (A : Fin n → Wave n) (k : Fin n) : Op n := momentum k - mulOp (A k)

/-- The minimal-coupling Hamiltonian `½ ∑ (p_k - A_k)² + V`, at unit mass. -/
def hamiltonian (A : Fin n → Wave n) (V : Wave n) : Op n :=
  (1 / 2 : ℂ) • ∑ k, kinetic A k * kinetic A k + mulOp V

/-- An operator that commutes with every position is multiplication by a polynomial,
namely its value on the constant wave function `1`. -/
theorem eq_mulOp_of_comm_position (T : Op n) (h : ∀ j, comm T (position j) = 0) :
    T = mulOp (T 1) := by
  have key : ∀ (j : Fin n) (f : Wave n), T (X j * f) = X j * T f := by
    intro j f
    have h1 : T (X j * f) - X j * T f = 0 := LinearMap.congr_fun (h j) f
    exact sub_eq_zero.mp h1
  refine LinearMap.ext fun f => ?_
  change T f = T 1 * f
  -- build the polynomial from constants, sums and multiplication by coordinates
  induction f using MvPolynomial.induction_on
  next a =>
    have ha : (C a : Wave n) = a • (1 : Wave n) := by
      rw [MvPolynomial.smul_eq_C_mul, mul_one]
    rw [ha, map_smul, mul_smul_comm, mul_one]
  next p q hp hq =>
    rw [map_add, hp, hq, mul_add]
  next p j hp =>
    rw [mul_comm p, key, hp]
    ring

/-- Multiplication by a polynomial commutes with every position. -/
theorem mulOp_mul_position (f : Wave n) (j : Fin n) :
    mulOp f * position j = position j * mulOp f := by
  refine LinearMap.ext fun g => ?_
  change f * (X j * g) = X j * (f * g)
  ring

/-- The canonical commutation relation `[p_k, x_j] = -i δ_jk`. -/
theorem comm_momentum_position (k j : Fin n) :
    comm (momentum k) (position j) = (if j = k then -Complex.I else 0) • (1 : Op n) := by
  refine LinearMap.ext fun f => ?_
  change (-Complex.I) • pderiv k (X j * f) - X j * ((-Complex.I) • pderiv k f)
    = (if j = k then -Complex.I else 0) • f
  rw [Derivation.leibniz]
  by_cases hjk : j = k
  · subst hjk
    rw [if_pos rfl, pderiv_X_self]
    simp only [smul_eq_mul, MvPolynomial.smul_eq_C_mul]
    ring
  · rw [if_neg hjk, pderiv_X_of_ne hjk, zero_smul]
    simp only [smul_eq_mul, MvPolynomial.smul_eq_C_mul]
    ring

/-- The minimal-coupling Hamiltonian satisfies `[H, x_j] = -i (p_j - A_j)`. -/
theorem comm_hamiltonian_position (A : Fin n → Wave n) (V : Wave n) (j : Fin n) :
    comm (hamiltonian A V) (position j) = (-Complex.I) • kinetic A j := by
  have hK : ∀ k, comm (kinetic A k) (position j)
      = (if j = k then -Complex.I else 0) • (1 : Op n) := by
    intro k
    rw [← comm_momentum_position]
    simp only [comm, kinetic, sub_mul, mul_sub, mulOp_mul_position]
    abel
  -- product rule for the commutator with a square
  have hsq : ∀ k, kinetic A k * kinetic A k * position j
      - position j * (kinetic A k * kinetic A k)
      = (if j = k then -2 * Complex.I else 0) • kinetic A k := by
    intro k
    have e : kinetic A k * kinetic A k * position j
        - position j * (kinetic A k * kinetic A k)
        = kinetic A k * comm (kinetic A k) (position j)
          + comm (kinetic A k) (position j) * kinetic A k := by
      simp only [comm, sub_mul, mul_sub, mul_assoc]
      abel
    rw [e, hK, mul_smul_comm, smul_mul_assoc, mul_one, one_mul]
    split_ifs <;> module
  have hsum : comm (hamiltonian A V) (position j)
      = (1 / 2 : ℂ) • ∑ k, (kinetic A k * kinetic A k * position j
        - position j * (kinetic A k * kinetic A k)) := by
    unfold comm hamiltonian
    rw [add_mul, mul_add, mulOp_mul_position, smul_mul_assoc, mul_smul_comm,
      Finset.sum_mul, Finset.mul_sum, Finset.sum_sub_distrib, smul_sub]
    abel
  rw [hsum]
  simp only [hsq, ite_smul, zero_smul, Finset.sum_ite_eq, Finset.mem_univ, if_true]
  module

/-- Two Hamiltonians with the same commutators with all positions differ by a
potential `V`. -/
theorem eq_add_potential_of_same_velocity (H H' : Op n)
    (h : ∀ k, comm H (position k) = comm H' (position k)) :
    ∃ V : Wave n, H = H' + mulOp V := by
  refine ⟨(H - H') 1, ?_⟩
  rw [← eq_mulOp_of_comm_position (H - H')]
  · abel
  · intro k
    have e : comm (H - H') (position k)
        = comm H (position k) - comm H' (position k) := by
      simp only [comm, sub_mul, mul_sub]
      abel
    rw [e, h, sub_self]

/-- A linear operator `H` satisfies `[x_j, [H, x_k]] = δ_jk` for all `j, k` exactly when
`H = ½ ∑ (p_k - A_k)² + V` for some polynomial vector potential `A` and potential `V`. -/
theorem velocity_relation_iff_minimal_coupling (H : Op n) :
    (∀ j k, comm (position j) (comm H (position k)) = if j = k then 1 else 0) ↔
      ∃ (A : Fin n → Wave n) (V : Wave n), H = hamiltonian A V := by
  constructor
  · intro h
    -- the difference of canonical momentum and velocity is a multiplication operator
    have hex : ∀ k, ∃ a : Wave n,
        momentum k - Complex.I • comm H (position k) = mulOp a := by
      intro k
      refine ⟨_, eq_mulOp_of_comm_position _ fun j => ?_⟩
      have e : ∀ D : Op n, comm (momentum k - Complex.I • D) (position j)
          = comm (momentum k) (position j) + Complex.I • comm (position j) D := by
        intro D
        simp only [comm, sub_mul, mul_sub, smul_mul_assoc, mul_smul_comm, smul_sub]
        abel
      rw [e, comm_momentum_position, h]
      split_ifs <;> module
    choose A hA using hex
    -- compare with the minimal-coupling Hamiltonian without potential
    obtain ⟨V, hV⟩ := eq_add_potential_of_same_velocity H (hamiltonian A 0) (by
      intro k
      rw [comm_hamiltonian_position, kinetic, ← hA, sub_sub_cancel, smul_smul, neg_mul,
        Complex.I_mul_I, neg_neg, one_smul])
    refine ⟨A, V, hV.trans ?_⟩
    have h0 : mulOp (0 : Wave n) = 0 := LinearMap.ext fun f => zero_mul f
    simp only [hamiltonian, h0, add_zero]
  · rintro ⟨A, V, rfl⟩ j k
    have e : comm (position j) ((-Complex.I) • kinetic A k)
        = Complex.I • comm (momentum k) (position j) := by
      have hk : comm (momentum k) (position j) = comm (kinetic A k) (position j) := by
        simp only [comm, kinetic, sub_mul, mul_sub, mulOp_mul_position]
        abel
      rw [hk]
      simp only [comm, smul_mul_assoc, mul_smul_comm]
      module
    rw [comm_hamiltonian_position, e, comm_momentum_position]
    split_ifs
    · rw [smul_smul, mul_neg, Complex.I_mul_I, neg_neg, one_smul]
    · rw [zero_smul, smul_zero]

/-- The minimal-coupling Hamiltonian determines both its vector potential and its
potential. -/
theorem potentials_unique (A A' : Fin n → Wave n) (V V' : Wave n)
    (h : hamiltonian A V = hamiltonian A' V') : A = A' ∧ V = V' := by
  have inj : ∀ f g : Wave n, mulOp f = mulOp g → f = g := by
    intro f g hfg
    have h1 : f * 1 = g * 1 := LinearMap.congr_fun hfg 1
    simpa only [mul_one] using h1
  have hA : A = A' := by
    funext j
    have h2 : (-Complex.I) • kinetic A j = (-Complex.I) • kinetic A' j := by
      rw [← comm_hamiltonian_position A V, h, comm_hamiltonian_position]
    have h3 := congrArg (fun T : Op n => Complex.I • T) h2
    simp only [smul_smul, mul_neg, Complex.I_mul_I, neg_neg, one_smul] at h3
    exact inj _ _ (sub_right_inj.mp h3)
  subst hA
  unfold hamiltonian at h
  exact ⟨rfl, inj _ _ (add_left_cancel h)⟩

/-- The planar Hamiltonian with vector potential `(-b y/2, b x/2)` and no potential
satisfies `[x_j, [H, x_k]] = δ_jk`. -/
theorem velocity_relation_witness (b : ℂ) (j k : Fin 2) :
    comm (position j)
      (comm (hamiltonian ![-(C (b / 2) * X 1), C (b / 2) * X 0] 0) (position k))
      = if j = k then 1 else 0 :=
  (velocity_relation_iff_minimal_coupling _).mpr ⟨_, _, rfl⟩ j k

end

end VelocityDeterminesHamiltonian
```

```lean
#print axioms VelocityDeterminesHamiltonian.velocity_relation_iff_minimal_coupling
#print axioms VelocityDeterminesHamiltonian.potentials_unique
```

```
'VelocityDeterminesHamiltonian.velocity_relation_iff_minimal_coupling' depends on axioms: [propext, Classical.choice, Quot.sound]
'VelocityDeterminesHamiltonian.potentials_unique' depends on axioms: [propext, Classical.choice, Quot.sound]
```

## An equivalence between a commutator and a form of H

The main theorem, `velocity_relation_iff_minimal_coupling`, takes an arbitrary linear operator H on complex polynomials in n variables. It says that

[x_j, [H, x_k]] = δ_jk for all j, k

holds if and only if there are polynomials A_1, …, A_n and V with

H = ½ Σ_k (p_k − A_k)² + V, where p_k = −i∂_k.

H is not assumed to be a differential operator, let alone one of second order; that follows from the commutators.

The theorem `potentials_unique` adds that H fixes A and V completely. This doesn't conflict with gauge freedom: two different vector potentials related by a gauge transformation belong to two different operators H, while the theorem concerns one given operator.

## Wave functions, units and the mass

A wave function is an element of `Wave n`, a polynomial with complex coefficients, and an operator is an element of `Op n`, a linear map from this space to itself. The product of two operators is composition. `position k` multiplies by the coordinate `X k`, `mulOp f` multiplies by the polynomial f, and `momentum k` is −i times the partial derivative. The charge is absorbed into A. In the expression `if j = k then 1 else 0`, the 1 is the identity operator.

The Heisenberg equation gives the velocity v_k = i[H, x_k], so the hypothesis is the relation [x_j, v_k] = iδ_jk multiplied by −i. With units restored, its right-hand side is (ħ²/m)δ_jk. The postulated δ_jk therefore stands for an inverse mass that is the same in all directions and independent of position and velocity.

The model has no inner product. Polynomials are not square-integrable, and H, A and V need not be Hermitian or real. Potentials that are not polynomial, such as the Coulomb potential, are not covered, and neither are spin and time-dependent fields.

The double commutator is the operator identity behind the oscillator-strength sum rule. In this polynomial model, an H that satisfies it for all pairs of directions has no room for a nonlocal potential beyond the terms of minimal coupling.

## Operators that commute with every position

Suppose that T commutes with all x_j, so that T(x_j f) = x_j T(f) for every polynomial f. Then T is multiplication by the polynomial T(1). For a constant a, linearity gives T(a) = a T(1). If the claim holds for p and q, it holds for p + q. If it holds for p, then

T(x_j p) = x_j T(p) = x_j T(1) p = T(1) (x_j p).

Every polynomial is built from constants by sums and multiplication by coordinates, so T(f) = T(1) f for all f.

This is `eq_mulOp_of_comm_position`. Its local statement `key` is the relation T(x_j f) = x_j T(f), and the three cases of `MvPolynomial.induction_on` are the three cases above.

An immediate consequence is `eq_add_potential_of_same_velocity`. If [H, x_k] = [H′, x_k] for all k, then H − H′ commutes with every position, so H = H′ + V with V = (H − H′)(1). The velocity operators thus determine the Hamiltonian up to a potential.

## The velocity in minimal coupling

The Leibniz rule gives

[p_k, x_j] f = −i∂_k(x_j f) + i x_j ∂_k f = −iδ_jk f.

In `comm_momentum_position` this is the rewrite with `Derivation.leibniz`, followed by a split into j = k and j ≠ k.

Write π_k = p_k − A_k for the kinetic momentum, `kinetic A k` in the file. Multiplication by A_k commutes with x_j (`mulOp_mul_position`), so [π_k, x_j] = −iδ_jk as well. The product rule for commutators then gives

[π_k², x_j] = π_k [π_k, x_j] + [π_k, x_j] π_k = −2iδ_jk π_k.

Half the sum over k leaves only the term k = j, and V commutes with x_j. Hence

[H, x_j] = −iπ_j = −i(p_j − A_j).

This is `comm_hamiltonian_position`. Its steps `hK`, `hsq` and `hsum` are the commutator of π_k, the commutator of its square, and the reduction of [H, x_j] to a sum of such commutators.

One direction of the equivalence now follows, because

[x_j, [H, x_k]] = −i[x_j, π_k] = i[π_k, x_j] = i(−iδ_jk) = δ_jk.

## Recovering the vector potential from H

For the other direction, let H satisfy the double-commutator relation. If H has the claimed form, A_k must be the difference between canonical momentum and velocity, so consider

D_k = p_k − i[H, x_k].

Its commutator with a position is

[D_k, x_j] = [p_k, x_j] + i[x_j, [H, x_k]] = −iδ_jk + iδ_jk = 0.

By the result on operators that commute with every position, D_k is multiplication by a polynomial. Call it A_k. Since p_k annihilates the constant 1, it can be read off from H:

A_k = D_k(1) = −i(H(x_k) − x_k H(1)).

Rearranging the definition of D_k gives i[H, x_k] = p_k − A_k, and therefore

[H, x_k] = −i(p_k − A_k).

The operator H₀ = ½ Σ_k (p_k − A_k)² has the same commutators with the positions. H and H₀ thus differ by a potential V, which gives

H = ½ Σ_k (p_k − A_k)² + V.

In the Lean proof, `hex` shows that each D_k is a multiplication operator, and `choose` collects the resulting polynomials into one function `A`. The comparison operator H₀ is `hamiltonian A 0`, and `eq_add_potential_of_same_velocity` supplies `V`. The second branch of the proof carries out the calculation of the double commutator for a given A and V.

No condition on the field is needed along the way. The components A_k may be any polynomials, and the magnetic field ∂_j A_k − ∂_k A_j may vary in space. For n = 0 the hypothesis is empty and the wave functions are constants, so H is multiplication by a number, which is V.

## Uniqueness and a planar example

Suppose that (A, V) and (A′, V′) give the same H. Its commutator with x_j is both −i(p_j − A_j) and −i(p_j − A′_j), so multiplication by A_j equals multiplication by A′_j. Applied to the constant 1, this gives A_j = A′_j. The kinetic terms then cancel, and the same argument gives V = V′. In `potentials_unique`, the local statement `inj` is the evaluation at 1, used once for each kind of potential.

The last theorem, `velocity_relation_witness`, takes a particle in the plane with coordinates x = `X 0` and y = `X 1`, no scalar potential, and

A = (−by/2, bx/2).

For real b this is the symmetric-gauge potential of a uniform magnetic field b perpendicular to the plane. Its Hamiltonian satisfies the double-commutator relation by the main equivalence, although for b ≠ 0 the two velocity components do not commute with each other: [v_x, v_y] = ib. The relation between position and velocity is thus the same with and without the field.
